# Bounds on the static polarisability of a finite-basis model from two spectral moments and the spectral limits

Take two excited states with excitation energies 1 and 2, each reached from the ground state with transition strength 1. The strength-weighted sums of the energies to the powers $1$, $0$ and $-1$ are

$$S_1=1+2=3,\qquad S_0=1+1=2,\qquad S_{-1}=1+\tfrac12=\tfrac32 .$$

The last one determines the static polarisability. Suppose that only $S_0$, $S_1$ and the fact that the energies lie in $[a,b]=[1,3]$ are known. Then

$$\frac{S_0^2}{S_1}=\frac43\;\le\; S_{-1}=\frac32\;\le\;\frac{(a+b)S_0-S_1}{ab}=\frac53\;\le\;\frac{S_0}{a}=2 .$$

The lower bound misses the true value because the two energies differ. For strengths $w_1,w_2$ at energies $\lambda_1,\lambda_2$,

$$S_{-1}S_1-S_0^2=w_1w_2\,\frac{(\lambda_1-\lambda_2)^2}{\lambda_1\lambda_2}\ge 0 .$$

The upper bounds use the limits of the spectrum. Both arguments carry over to any finite number of states with positive excitation energies.

## Moments of the excitation matrix

Let $M$ be the Hamiltonian minus the ground-state energy, restricted to the excited space of a finite basis. Let $f$ be a dipole component applied to the ground state of the same finite-basis Hamiltonian and projected onto this excited space. In atomic units the static polarisability of the model along that component is $2S_{-1}$. The theorems themselves are stated for a Hermitian complex matrix `M` and a vector `f`, indexed by a finite type `n`; those about moments also assume that the eigenvalues of `M` are positive.

```lean
import Mathlib

open Matrix

namespace PolarisabilitySumRules

noncomputable section

variable {n : Type*} [Fintype n] [DecidableEq n] {M : Matrix n n ℂ}
```

For an integer $k$ the moment is $S_k=\mathrm{Re}\,\langle f,M^kf\rangle$. In Lean, `star f ⬝ᵥ` conjugates the left-hand vector, and `M ^ k` is the integer matrix power, so $S_{-1}$ contains the true inverse whenever all eigenvalues are positive. The vector $f$ is not normalised: $S_0=\|f\|^2$ is the total transition strength.

```lean
/-- The spectral moment `S_k = Re ⟨f, M^k f⟩` for an integer `k`; for negative `k` the domain is
that of invertible `M`. -/
def moment (M : Matrix n n ℂ) (f : n → ℂ) (k : ℤ) : ℝ :=
  (star f ⬝ᵥ (M ^ k) *ᵥ f).re
```

Write $M=UDU^\dagger$, where the columns of $U$ are orthonormal eigenvectors and $D$ is diagonal with entries $\lambda_i$, in Lean `hM.eigenvalues i`.

```lean
/-- The unitary matrix whose columns are the eigenvectors of `M`. -/
def modes (hM : M.IsHermitian) : Matrix n n ℂ := hM.eigenvectorUnitary
```

The transition amplitudes are the components $c=U^\dagger f$.

```lean
/-- The transition amplitudes: the components of `f` along the eigenvectors of `M`. -/
def amplitude (hM : M.IsHermitian) (f : n → ℂ) : n → ℂ := star (modes hM) *ᵥ f
```

The transition strengths are $w_i=|c_i|^2$.

```lean
/-- The transition strength into each eigenvector, the squared modulus of the amplitude. -/
def weight (hM : M.IsHermitian) (f : n → ℂ) (i : n) : ℝ := Complex.normSq (amplitude hM f i)
```

## The sum over states

Since $U$ is unitary, $UU^\dagger=1$.

```lean
lemma modes_mul_star (hM : M.IsHermitian) : modes hM * star (modes hM) = 1 :=
  Matrix.mem_unitaryGroup_iff.mp hM.eigenvectorUnitary.2
```

Any vector is therefore recovered from its components, $U(U^\dagger v)=v$.

```lean
lemma modes_cancel (hM : M.IsHermitian) (v : n → ℂ) :
    modes hM *ᵥ (star (modes hM) *ᵥ v) = v := by
  rw [Matrix.mulVec_mulVec, modes_mul_star, Matrix.one_mulVec]
```

Mathlib's spectral theorem supplies $M=UDU^\dagger$.

```lean
lemma spectral (hM : M.IsHermitian) :
    M = modes hM * diagonal (fun i => (hM.eigenvalues i : ℂ)) * star (modes hM) := by
  have h := hM.spectral_theorem
  rw [Unitary.conjStarAlgAut_apply] at h
  exact h
```

A diagonal matrix with nonzero entries $d_i$ has integer powers $\mathrm{diag}(d_i^k)$. For negative $k$ this is checked by multiplying the proposed inverse by the positive power.

```lean
lemma diagonal_zpow' (d : n → ℂ) (hd : ∀ i, d i ≠ 0) (k : ℤ) :
    (diagonal d) ^ k = diagonal (fun i => d i ^ k) := by
  cases k with
  | ofNat m =>
    rw [Int.ofNat_eq_natCast, zpow_natCast, Matrix.diagonal_pow]
    exact congrArg Matrix.diagonal (funext fun i => (zpow_natCast (d i) m).symm)
  | negSucc m =>
    rw [zpow_negSucc, Matrix.diagonal_pow]
    apply Matrix.inv_eq_right_inv
    rw [Matrix.diagonal_mul_diagonal, ← Matrix.diagonal_one]
    refine congrArg Matrix.diagonal (funext fun i => ?_)
    rw [zpow_negSucc]
    exact mul_inv_cancel₀ (pow_ne_zero _ (hd i))
```

From $MU=UD$, with $M$ and $D$ both invertible, it follows that $M^kU=UD^k$ for every integer $k$, and hence $M^k=UD^kU^\dagger$. The relation $MU=UD$ is what `SemiconjBy` expresses, and the two determinant facts supply invertibility.

```lean
lemma zpow_conj {U A : Matrix n n ℂ} {d : n → ℂ} (hd : ∀ i, d i ≠ 0) (hU : U * star U = 1)
    (hA : A = U * diagonal d * star U) (k : ℤ) :
    A ^ k = U * diagonal (fun i => d i ^ k) * star U := by
  have hs : SemiconjBy U (diagonal d) A := by
    change U * diagonal d = A * U
    rw [hA, mul_assoc _ (star U) U, mul_eq_one_comm.mp hU, mul_one]
  have hD : IsUnit (diagonal d).det := by
    rw [Matrix.det_diagonal, isUnit_iff_ne_zero]
    exact Finset.prod_ne_zero_iff.mpr fun i _ => hd i
  have hA' : IsUnit A.det := by
    rw [hA, Matrix.det_mul, Matrix.det_mul, mul_right_comm, ← Matrix.det_mul, hU,
      Matrix.det_one, one_mul]
    exact hD
  have h := (Matrix.SemiconjBy.zpow_right hD hA' hs k).eq
  rw [← diagonal_zpow' d hd, h, mul_assoc, hU, mul_one]
```

Substitution gives

$$S_k=\mathrm{Re}\,(f^\dagger U)D^k(U^\dagger f)=\mathrm{Re}\sum_i c_i^*\lambda_i^kc_i=\sum_i\lambda_i^k w_i .$$

Here `hc` identifies $f^\dagger U$ with $c^\dagger$, and `key` evaluates one term.

```lean
/-- Sum over states: if all excitation energies are positive, every moment is the sum of the
transition strengths weighted by the `k`-th power of the energy. -/
theorem sum_over_states (hM : M.IsHermitian) (hpos : ∀ i, 0 < hM.eigenvalues i)
    (f : n → ℂ) (k : ℤ) :
    moment M f k = ∑ i, hM.eigenvalues i ^ k * weight hM f i := by
  have key (z : ℂ) (x : ℝ) :
      (star z * ((x : ℂ) ^ k * z)).re = x ^ k * Complex.normSq z := by
    rw [← Complex.ofReal_zpow]
    generalize x ^ k = r
    simp only [Complex.star_def, Complex.mul_re, Complex.mul_im, Complex.conj_re,
      Complex.conj_im, Complex.ofReal_re, Complex.ofReal_im, Complex.normSq_apply]
    ring
  have hc : star f ᵥ* modes hM = star (amplitude hM f) := by
    rw [amplitude, Matrix.star_mulVec, ← Matrix.star_eq_conjTranspose, star_star]
  have hz := zpow_conj (fun i => Complex.ofReal_ne_zero.mpr (hpos i).ne')
    (modes_mul_star hM) (spectral hM) k
  rw [moment, hz, ← Matrix.mulVec_mulVec, ← Matrix.mulVec_mulVec, Matrix.dotProduct_mulVec, hc]
  simp only [dotProduct, Matrix.mulVec_diagonal, Pi.star_apply, Complex.re_sum]
  exact Finset.sum_congr rfl fun i _ => key _ _
```

If every $w_i$ vanished, then $c=0$ and $f=Uc=0$. A nonzero $f$ thus has some positive strength, and with positive energies every $S_k$ is positive.

```lean
/-- For positive excitation energies and nonzero `f`, every moment is positive. -/
theorem moment_pos (hM : M.IsHermitian) (hpos : ∀ i, 0 < hM.eigenvalues i)
    {f : n → ℂ} (hf : f ≠ 0) (k : ℤ) : 0 < moment M f k := by
  have hw : ∃ i, 0 < weight hM f i := by
    by_contra! h
    have hc : star (modes hM) *ᵥ f = 0 := funext fun i =>
      Complex.normSq_eq_zero.mp (le_antisymm (h i) (Complex.normSq_nonneg _))
    apply hf
    rw [← modes_cancel hM f, hc, Matrix.mulVec_zero]
  obtain ⟨i, hi⟩ := hw
  rw [sum_over_states hM hpos]
  exact Finset.sum_pos'
    (fun j _ => mul_nonneg (zpow_pos (hpos j) k).le (Complex.normSq_nonneg _))
    ⟨i, Finset.mem_univ i, mul_pos (zpow_pos (hpos i) k) hi⟩
```

## Spread of the energies

For any real $e$ and $\lambda>0$,

$$\lambda-2e+\frac{e^2}{\lambda}=\frac{(\lambda-e)^2}{\lambda}.$$

Multiplying by $w_i$ and summing over the states gives

$$S_1-2eS_0+e^2S_{-1}=\sum_i w_i\frac{(\lambda_i-e)^2}{\lambda_i}.$$

```lean
/-- For positive excitation energies and any trial energy `e`, this combination of three moments is
the strength-weighted sum of the squared deviations of the energies from `e`, each divided by the
energy concerned. -/
theorem deviation (hM : M.IsHermitian) (hpos : ∀ i, 0 < hM.eigenvalues i) (f : n → ℂ) (e : ℝ) :
    moment M f 1 - 2 * e * moment M f 0 + e ^ 2 * moment M f (-1) =
      ∑ i, weight hM f i * (hM.eigenvalues i - e) ^ 2 / hM.eigenvalues i := by
  simp only [sum_over_states hM hpos]
  rw [Finset.mul_sum, Finset.mul_sum, ← Finset.sum_sub_distrib, ← Finset.sum_add_distrib]
  refine Finset.sum_congr rfl fun i _ => ?_
  have h := (hpos i).ne'
  rw [zpow_one, zpow_zero, _root_.zpow_neg_one]
  field_simp
  ring
```

The right-hand side vanishes only when all the strength sits at energy $e$, and this is the condition $Mf=ef$. Indeed, applying $U^\dagger$ to $Mf=ef$ gives $\lambda_ic_i=ec_i$ for each $i$, so either $c_i=0$ or $\lambda_i=e$. Applying $U$ reverses the step.

```lean
/-- The vector `f` satisfies `M f = e f` exactly when all its transition strength lies at
energy `e`. -/
theorem eigenvector_iff (hM : M.IsHermitian) (f : n → ℂ) (e : ℝ) :
    M *ᵥ f = (e : ℂ) • f ↔ ∀ i, weight hM f i = 0 ∨ hM.eigenvalues i = e := by
  have hD : star (modes hM) *ᵥ (M *ᵥ f) =
      diagonal (fun i => (hM.eigenvalues i : ℂ)) *ᵥ amplitude hM f := by
    have h : star (modes hM) * M =
        diagonal (fun i => (hM.eigenvalues i : ℂ)) * star (modes hM) := by
      refine (congrArg (star (modes hM) * ·) (spectral hM)).trans ?_

      rw [← mul_assoc, ← mul_assoc, mul_eq_one_comm.mp (modes_mul_star hM), one_mul]
    rw [Matrix.mulVec_mulVec, h, ← Matrix.mulVec_mulVec, amplitude]
  constructor
  · intro h i
    have hi := congrFun hD i
    rw [h, Matrix.mulVec_smul, Matrix.mulVec_diagonal] at hi
    change (e : ℂ) * amplitude hM f i = _ at hi
    by_cases hc : amplitude hM f i = 0
    · left
      simp [weight, hc]
    · right
      exact_mod_cast (mul_right_cancel₀ hc hi).symm
  · intro h
    have h2 : star (modes hM) *ᵥ (M *ᵥ f) = star (modes hM) *ᵥ ((e : ℂ) • f) := by
      rw [hD, Matrix.mulVec_smul]
      funext i
      rw [Matrix.mulVec_diagonal]
      change _ = (e : ℂ) * amplitude hM f i
      rcases h i with h | h
      · rw [Complex.normSq_eq_zero.mp h, mul_zero, mul_zero]
      · rw [h]
    rw [← modes_cancel hM (M *ᵥ f), h2, modes_cancel]
```

## The three bounds

Assume $f\neq0$ and $0<a\le\lambda_i\le b$ for all $i$. The number $a$ is a positive lower bound on the excitation gap, and $b$ is an upper limit that exists because the basis is finite.

For the lower bound, put $e=S_1/S_0$, the mean excitation energy. The sum of squared deviations is nonnegative, so

$$0\le S_1-2S_1+\frac{S_1^2}{S_0^2}S_{-1},\qquad\text{hence}\qquad S_{-1}\ge\frac{S_0^2}{S_1}.$$

This is Kirkwood's estimate, with $S_1$ computed from $M$ and not replaced by its Thomas–Reiche–Kuhn value.

For the moment bound, $(\lambda_i-a)(b-\lambda_i)\ge0$ rearranges to

$$\frac1{\lambda_i}\le\frac{a+b-\lambda_i}{ab},$$

which says that the chord of $1/\lambda$ lies above the curve. Weighting by $w_i$ and summing gives $S_{-1}\le((a+b)S_0-S_1)/(ab)$.

For the last comparison, $\lambda_i\ge a$ gives $S_1\ge aS_0$, so

$$\frac{S_0}{a}-\frac{(a+b)S_0-S_1}{ab}=\frac{S_1-aS_0}{ab}\ge0 .$$

The quantity $S_0/a$ is Unsöld's closure estimate with the lower limit $a$ in the role of the average energy.

The value chosen for $b$ needs care: the theorem assumes that it bounds the whole spectrum of $M$, and a value that bounds only the excitations that happen to have been computed can give a false bound. In the opening example, $b=\tfrac32$ would give an "upper bound" of $\tfrac43$, below the true $\tfrac32$. The hypothesis `hab` excludes this by ranging over every eigenvalue.

The theorem states the three inequalities together with $S_1>0$, so the first quotient has a positive denominator. In its proof, `hd` is the nonnegative sum of squares, `hc` the chord inequality and `hg` the comparison $aS_0\le S_1$.

```lean
/-- Polarisability bounds: for nonzero `f` and excitation energies in `[a, b]` with `a > 0`, the
moment `S_1` is positive and `S_(-1)` is at least the Kirkwood estimate and at most the moment
estimate, which is at most the Unsöld estimate. -/
theorem polarisability_bounds (hM : M.IsHermitian) {a b : ℝ} (ha : 0 < a)
    (hab : ∀ i, hM.eigenvalues i ∈ Set.Icc a b) {f : n → ℂ} (hf : f ≠ 0) :
    0 < moment M f 1 ∧
    moment M f 0 ^ 2 / moment M f 1 ≤ moment M f (-1) ∧
    moment M f (-1) ≤ ((a + b) * moment M f 0 - moment M f 1) / (a * b) ∧
    ((a + b) * moment M f 0 - moment M f 1) / (a * b) ≤ moment M f 0 / a := by
  have hpos : ∀ i, 0 < hM.eigenvalues i := fun i => ha.trans_le (hab i).1
  have hw : ∀ i, 0 ≤ weight hM f i := fun i => Complex.normSq_nonneg _
  have h0 := moment_pos hM hpos hf 0
  have h1 := moment_pos hM hpos hf 1
  obtain ⟨j, -⟩ := Function.ne_iff.mp hf
  have hb : 0 < b := (hpos j).trans_le (hab j).2
  refine ⟨h1, ?_, ?_, ?_⟩
  · -- squared deviations from the mean energy are nonnegative
    obtain ⟨e, he⟩ : ∃ e, e = moment M f 1 / moment M f 0 := ⟨_, rfl⟩
    have hepos : 0 < e := he ▸ div_pos h1 h0
    have hS : moment M f 1 = e * moment M f 0 := by rw [he, div_mul_cancel₀ _ h0.ne']
    have hd : 0 ≤ moment M f 1 - 2 * e * moment M f 0 + e ^ 2 * moment M f (-1) := by
      rw [deviation hM hpos]
      exact Finset.sum_nonneg fun i _ =>
        div_nonneg (mul_nonneg (hw i) (sq_nonneg _)) (hpos i).le
    have h2 : moment M f 0 ≤ e * moment M f (-1) := by
      refine le_of_mul_le_mul_left ?_ hepos
      rw [hS] at hd
      linarith
    rw [div_le_iff₀ h1, hS]
    linarith [mul_le_mul_of_nonneg_left h2 h0.le]
  · -- the chord of 1/x lies above the curve on [a, b]
    rw [le_div_iff₀ (mul_pos ha hb)]
    simp only [sum_over_states hM hpos]
    rw [Finset.sum_mul, Finset.mul_sum, ← Finset.sum_sub_distrib]
    refine Finset.sum_le_sum fun i _ => ?_
    have hc : (hM.eigenvalues i)⁻¹ * (a * b) ≤ a + b - hM.eigenvalues i := by
      rw [inv_mul_le_iff₀ (hpos i)]
      linarith [mul_nonneg (sub_nonneg.mpr (hab i).1) (sub_nonneg.mpr (hab i).2)]
    rw [zpow_one, zpow_zero, _root_.zpow_neg_one]
    linarith [mul_le_mul_of_nonneg_right hc (hw i)]
  · -- the mean energy is at least `a`
    have hg : a * moment M f 0 ≤ moment M f 1 := by
      simp only [sum_over_states hM hpos]
      rw [Finset.mul_sum]
      refine Finset.sum_le_sum fun i _ => ?_
      rw [zpow_one, zpow_zero, one_mul]
      exact mul_le_mul_of_nonneg_right (hab i).1 (hw i)
    rw [div_le_div_iff₀ (mul_pos ha hb) ha]
    linarith [mul_le_mul_of_nonneg_left hg ha.le]
```

For such a finite-basis model, these inequalities bracket the polarisability using $S_0$, $S_1$ and the spectral limits, without solving a linear system for the response.

## When the estimates are exact

If $S_{-1}=S_0^2/S_1$, then with $e=S_1/S_0$ the left side of the deviation identity is $S_1-2S_1+S_1=0$. Every term of the sum on the right is nonnegative, so each is zero, and $f$ satisfies $Mf=ef$. Conversely, if $Mf=ef$, then $S_{k+1}=eS_k$ for every $k$, so

$$S_{-1}S_1=eS_{-1}S_0=S_0^2 .$$

Kirkwood's estimate is therefore exact precisely when the dipole operator excites states of a single energy.

```lean
/-- For positive excitation energies and nonzero `f`, the Kirkwood estimate is exact if and only
if `f` is an eigenvector of `M`. -/
theorem kirkwood_exact_iff (hM : M.IsHermitian) (hpos : ∀ i, 0 < hM.eigenvalues i)
    {f : n → ℂ} (hf : f ≠ 0) :
    moment M f (-1) = moment M f 0 ^ 2 / moment M f 1 ↔ ∃ e : ℝ, M *ᵥ f = (e : ℂ) • f := by
  have h0 := (moment_pos hM hpos hf 0).ne'
  have h1 := (moment_pos hM hpos hf 1).ne'
  constructor
  · intro h
    refine ⟨moment M f 1 / moment M f 0, (eigenvector_iff hM f _).mpr fun i => ?_⟩
    have hd := deviation hM hpos f (moment M f 1 / moment M f 0)
    have hz : moment M f 1 - 2 * (moment M f 1 / moment M f 0) * moment M f 0 +
        (moment M f 1 / moment M f 0) ^ 2 * moment M f (-1) = 0 := by
      rw [h]
      field_simp
      ring
    rw [hz] at hd
    -- a vanishing sum of nonnegative terms vanishes term by term
    have hi := (Finset.sum_eq_zero_iff_of_nonneg fun i _ => div_nonneg
      (mul_nonneg (Complex.normSq_nonneg _) (sq_nonneg _)) (hpos i).le).mp hd.symm i
      (Finset.mem_univ i)
    rcases mul_eq_zero.mp ((div_eq_zero_iff.mp hi).resolve_right (hpos i).ne') with h | h
    · exact Or.inl h
    · exact Or.inr (sub_eq_zero.mp (pow_eq_zero_iff two_ne_zero |>.mp h))
  · rintro ⟨e, he⟩
    have hi := (eigenvector_iff hM f e).mp he
    have hstep (k : ℤ) : moment M f (k + 1) = e * moment M f k := by
      simp only [sum_over_states hM hpos]
      rw [Finset.mul_sum]
      refine Finset.sum_congr rfl fun i _ => ?_
      rcases hi i with h | h
      · rw [h, mul_zero, mul_zero, mul_zero]
      · rw [zpow_add_one₀ (hpos i).ne', h]
        ring
    have hA : moment M f 1 = e * moment M f 0 := by
      simpa only [zero_add] using hstep 0
    have hB : moment M f 0 = e * moment M f (-1) := by
      simpa only [neg_add_cancel] using hstep (-1)
    rw [eq_div_iff h1]
    linear_combination moment M f (-1) * hA - moment M f 0 * hB
```

The chord meets the curve at its two ends. If every eigenvalue is $a$ or $b$, each term of the moment bound is an equality:

$$\frac1a=\frac{a+b-a}{ab},\qquad \frac1b=\frac{a+b-b}{ab}.$$

With $b=2$ in the opening example, the moment estimate is $(3\cdot2-3)/2=\tfrac32$, the true value. The theorem gives this condition as sufficient, and it needs neither $f\ne0$ nor an ordering of $a$ and $b$.

```lean
/-- If every excitation energy equals one of two positive values `a` and `b`, the moment estimate
of `S_(-1)` is exact. -/
theorem moment_estimate_exact (hM : M.IsHermitian) {a b : ℝ} (ha : 0 < a) (hb : 0 < b)
    (hab : ∀ i, hM.eigenvalues i = a ∨ hM.eigenvalues i = b) (f : n → ℂ) :
    moment M f (-1) = ((a + b) * moment M f 0 - moment M f 1) / (a * b) := by
  have hpos : ∀ i, 0 < hM.eigenvalues i := fun i => by
    rcases hab i with h | h <;> rw [h] <;> assumption
  rw [eq_div_iff (mul_pos ha hb).ne']
  simp only [sum_over_states hM hpos]
  rw [Finset.sum_mul, Finset.mul_sum, ← Finset.sum_sub_distrib]
  refine Finset.sum_congr rfl fun i _ => ?_
  rw [zpow_one, zpow_zero, _root_.zpow_neg_one]
  rcases hab i with h | h <;> rw [h]
  · linear_combination (b * weight hM f i) * inv_mul_cancel₀ ha.ne'
  · linear_combination (a * weight hM f i) * inv_mul_cancel₀ hb.ne'

end

end PolarisabilitySumRules
```

```lean
#print axioms PolarisabilitySumRules.polarisability_bounds
#print axioms PolarisabilitySumRules.kirkwood_exact_iff
#print axioms PolarisabilitySumRules.moment_estimate_exact
```

```
'PolarisabilitySumRules.polarisability_bounds' depends on axioms: [propext, Classical.choice, Quot.sound]
'PolarisabilitySumRules.kirkwood_exact_iff' depends on axioms: [propext, Classical.choice, Quot.sound]
'PolarisabilitySumRules.moment_estimate_exact' depends on axioms: [propext, Classical.choice, Quot.sound]
```
